# The Hylleraas minimum in a finite, nonorthogonal trial basis

Take one trial vector \(v\neq 0\) and vary a single complex coefficient \(c\). With a positive definite matrix \(A\) and a source vector \(b\), set \(a=\langle v,Av\rangle>0\) and \(\beta=\langle v,b\rangle\). Then

\[
\langle cv,A\,cv\rangle+2\,\mathrm{Re}\langle cv,b\rangle
= a|c|^2+2\,\mathrm{Re}(\bar c\beta)
= a\left|c+\frac{\beta}{a}\right|^2-\frac{|\beta|^2}{a}.
\]

The minimum is \(-|\beta|^2/a\), attained only at \(c=-\beta/a\), and \(v\) did not have to be normalised. For \(A=\mathrm{diag}(1,2)\) and \(b=v=(1,1)\), it is \(-4/3\). Varying over all vectors gives \(-\langle b,A^{-1}b\rangle=-3/2\), which is lower. With several linearly independent trial vectors, the number \(a\) becomes a matrix and the square is completed in the same way.

In perturbation theory, let the reference state \(|0\rangle\) be a normalised eigenstate of the unperturbed Hamiltonian \(H_0\), with energy \(E_0\). Then \(A\) represents \(H_0-E_0\) on the orthogonal complement of \(|0\rangle\). Positive definiteness says that every other level lies above \(E_0\), so the reference is a nondegenerate ground state. The vector \(b\) is the part of \(V|0\rangle\) in that complement, where \(V\) is the perturbation. In this finite-dimensional setting, with the reference state and \(E_0\) known exactly, the result gives variational second-order energies, such as those that determine static polarisabilities.

## The functional and its projection

In Lean 4 with Mathlib:

```lean
import Mathlib

open Matrix
open scoped ComplexOrder

namespace HylleraasNonorthogonal

noncomputable section

variable {n m : Type*} [Fintype n] [Fintype m]
```

Mathlib supplies the linear algebra. The finite index type `n` labels an orthonormal basis of the complement, and `m` labels the trial functions. Opening `ComplexOrder` gives \(0<z\) a meaning for complex \(z\): the number is real and positive.

```lean
/-- The Hylleraas functional `Re⟨x, A x⟩ + 2 Re⟨x, b⟩` of a trial correction `x`,
for the shifted Hamiltonian `A` and the source vector `b`. -/
def hylleraas (A : Matrix n n ℂ) (b x : n → ℂ) : ℝ :=
  (star x ⬝ᵥ A *ᵥ x).re + 2 * (star x ⬝ᵥ b).re
```

A `def` introduces a named object. This one is

\[
J_{A,b}(x)=\mathrm{Re}\langle x,Ax\rangle+2\,\mathrm{Re}\langle x,b\rangle .
\]

The symbol `*ᵥ` applies a matrix to a vector, and `⬝ᵥ` sums products of components without conjugation. The inner product \(\langle x,y\rangle=\sum_i\bar x_i y_i\) is therefore written `star x ⬝ᵥ y`.

```lean
/-- The real part of `-⟨b, A⁻¹ b⟩`, which is the second-order energy when `A` is a positive definite
shifted Hamiltonian and `b` the source vector. -/
def secondOrderEnergy [DecidableEq n] (A : Matrix n n ℂ) (b : n → ℂ) : ℝ :=
  -(star b ⬝ᵥ A⁻¹ *ᵥ b).re
```

This is \(E(A,b)=-\mathrm{Re}\langle b,A^{-1}b\rangle\). In an eigenbasis of \(H_0\) it becomes the familiar sum \(-\sum_i |\langle i|V|0\rangle|^2/(E_i-E_0)\).

```lean
/-- The matrix `B* A B` of `A` between the trial functions, which are the columns of `B`. -/
def projected (A : Matrix n n ℂ) (B : Matrix n m ℂ) : Matrix m m ℂ :=
  Bᴴ * A * B
```

The columns of \(B\) are the trial functions, and `Bᴴ` is the adjoint \(B^*\). Below, \(G=B^*AB\) is the projected matrix and \(g=B^*b\) the projected source. For \(A=H_0-E_0\),

\[
G=B^*H_0B-E_0\,B^*B,
\]

so the overlap matrix \(B^*B\) is already contained in \(G\).

```lean
/-- A matrix moves across the inner product as its adjoint: `⟨B c, v⟩ = ⟨c, B* v⟩`. -/
theorem inner_mulVec_left (B : Matrix n m ℂ) (c : m → ℂ) (v : n → ℂ) :
    star (B *ᵥ c) ⬝ᵥ v = star c ⬝ᵥ Bᴴ *ᵥ v := by
  rw [Matrix.star_mulVec, ← Matrix.dotProduct_mulVec]
```

A `theorem` states a claim, and its proof follows `:= by`. Here the claim is \(\langle Bc,v\rangle=\langle c,B^*v\rangle\) for any vector \(v\). In components,

\[
\sum_i\overline{\sum_j B_{ij}c_j}\;v_i=\sum_j\bar c_j\sum_i\overline{B_{ij}}\,v_i .
\]

```lean
/-- On trial vectors `B c` the Hylleraas functional is the Hylleraas functional of the
coefficients `c`, with projected matrix `B* A B` and projected source `B* b`. -/
theorem hylleraas_trial (A : Matrix n n ℂ) (B : Matrix n m ℂ) (b : n → ℂ) (c : m → ℂ) :
    hylleraas A b (B *ᵥ c) = hylleraas (projected A B) (Bᴴ *ᵥ b) c := by
  unfold hylleraas projected
  rw [inner_mulVec_left B c (A *ᵥ B *ᵥ c), inner_mulVec_left B c b]
  simp only [Matrix.mulVec_mulVec, Matrix.mul_assoc]
```

Moving \(B\) across both inner products gives

\[
J_{A,b}(Bc)=\mathrm{Re}\langle c,B^*ABc\rangle+2\,\mathrm{Re}\langle c,B^*b\rangle=J_{G,g}(c).
\]

The restricted problem is thus a Hylleraas problem of its own, in the coefficients. The `rw` line performs the two moves by replacing one side of a known equation with the other.

```lean
/-- For linearly independent trial functions the projected matrix `B* A B` of a positive
definite `A` is positive definite. -/
theorem projected_posDef {A : Matrix n n ℂ} (hA : A.PosDef) {B : Matrix n m ℂ}
    (hB : LinearIndependent ℂ (fun j i => B i j)) : (projected A B).PosDef := by
  refine Matrix.posDef_iff_dotProduct_mulVec.2 ⟨?_, ?_⟩
  · change (Bᴴ * A * B)ᴴ = Bᴴ * A * B
    rw [Matrix.conjTranspose_mul, Matrix.conjTranspose_mul,
      Matrix.conjTranspose_conjTranspose, hA.isHermitian.eq, Matrix.mul_assoc]
  · intro c hc
    -- a nonzero coefficient vector gives a nonzero trial vector
    have hBc : B *ᵥ c ≠ 0 := by
      intro h
      apply hc
      funext j
      refine Fintype.linearIndependent_iff.1 hB c ?_ j
      funext i
      have hi := congrFun h i
      simpa [Matrix.mulVec, dotProduct, Finset.sum_apply, mul_comm] using hi
    have h := hA.dotProduct_mulVec_pos hBc
    rw [inner_mulVec_left] at h
    simpa only [projected, Matrix.mulVec_mulVec, Matrix.mul_assoc] using h
```

The hypothesis `hA` says that \(A\) is positive definite, which includes being Hermitian. The hypothesis `hB` says that the columns of \(B\), written as the family `fun j i => B i j`, are linearly independent. Neither orthogonality nor normalisation is required.

The conclusion is that \(G\) is positive definite. It is Hermitian because \((B^*AB)^*=B^*A^*B=B^*AB\). If \(c\neq0\), independence gives \(Bc\neq0\), and hence

\[
\langle c,Gc\rangle=\langle Bc,ABc\rangle>0 .
\]

The two bullets in the proof are these two steps, and `hBc` records that the trial vector is nonzero.

Independence matters already in one dimension. Take \(A=1\), \(b=1\) and the repeated trial function \(B=(1\;\;1)\). The functional is \(|c_1+c_2|^2+2\,\mathrm{Re}(c_1+c_2)\), whose minimum \(-1\) is reached at every \(c\) with \(c_1+c_2=-1\). The minimiser is no longer unique, and \(G\) has no inverse.

## Completing the square

```lean
/-- A positive definite matrix applied to `A⁻¹ b` returns the source `b`. -/
theorem mulVec_inv_source [DecidableEq n] {A : Matrix n n ℂ} (hA : A.PosDef) (b : n → ℂ) :
    A *ᵥ (A⁻¹ *ᵥ b) = b := by
  have hdet : IsUnit A.det := (Matrix.isUnit_iff_isUnit_det A).1 hA.isUnit
  rw [Matrix.mulVec_mulVec, Matrix.mul_nonsing_inv _ hdet, Matrix.one_mulVec]
```

A positive definite matrix is invertible, so \(A(A^{-1}b)=b\). The proof passes through the determinant because the cancellation rule used here, `Matrix.mul_nonsing_inv`, asks for an invertible determinant.

```lean
/-- For positive definite `A` the number `⟨b, A⁻¹ b⟩` has zero imaginary part. -/
theorem inverse_expectation_im [DecidableEq n] {A : Matrix n n ℂ} (hA : A.PosDef)
    (b : n → ℂ) : (star b ⬝ᵥ A⁻¹ *ᵥ b).im = 0 := by
  have h := inner_mulVec_left A (A⁻¹ *ᵥ b) (A⁻¹ *ᵥ b)
  rw [hA.isHermitian.eq, mulVec_inv_source hA b] at h
  have hp := hA.posSemidef.dotProduct_mulVec_nonneg (A⁻¹ *ᵥ b)
  rw [mulVec_inv_source hA b] at hp
  rw [h]
  exact (Complex.le_def.1 hp).2.symm
```

Put \(y=A^{-1}b\), so that \(Ay=b\). By hermiticity,

\[
\langle b,y\rangle=\langle Ay,y\rangle=\langle y,Ay\rangle\ge 0 ,
\]

and this number is real. Taking the real part in `secondOrderEnergy` therefore discards nothing when the matrix is positive definite. That covers \(G\) as well as \(A\).

```lean
/-- Completing the square: the Hylleraas functional is the second-order energy plus the
quadratic form of `A` in the deviation of `x` from `-A⁻¹ b`. -/
theorem hylleraas_complete_square [DecidableEq n] {A : Matrix n n ℂ} (hA : A.PosDef)
    (b x : n → ℂ) :
    hylleraas A b x = secondOrderEnergy A b +
      (star (x + A⁻¹ *ᵥ b) ⬝ᵥ A *ᵥ (x + A⁻¹ *ᵥ b)).re := by
  have hy := mulVec_inv_source hA b
  unfold hylleraas secondOrderEnergy
  obtain ⟨y, hyd⟩ : ∃ y, y = A⁻¹ *ᵥ b := ⟨_, rfl⟩
  rw [← hyd] at hy ⊢
  -- the cross term, by hermiticity of `A`
  have h1 : star y ⬝ᵥ A *ᵥ x = star b ⬝ᵥ x := by
    have h := inner_mulVec_left A y x
    rw [hA.isHermitian.eq, hy] at h
    exact h.symm
  have hre : ∀ u v : n → ℂ, (star u ⬝ᵥ v).re = (star v ⬝ᵥ u).re := by
    intro u v
    simp only [dotProduct, Complex.re_sum]
    refine Finset.sum_congr rfl fun i _ => ?_
    simp [Complex.mul_re]
    ring
  simp only [star_add, Matrix.mulVec_add, add_dotProduct, dotProduct_add, hy, h1,
    Complex.add_re]
  linarith [hre b x, hre b y]
```

The identity reads

\[
J_{A,b}(x)=E(A,b)+\mathrm{Re}\langle x+y,A(x+y)\rangle,\qquad y=A^{-1}b .
\]

To check it, expand the quadratic form using \(Ay=b\):

\[
\langle x+y,A(x+y)\rangle=\langle x,Ax\rangle+\langle x,b\rangle+\langle y,Ax\rangle+\langle y,b\rangle .
\]

Hermiticity gives \(\langle y,Ax\rangle=\langle Ay,x\rangle=\langle b,x\rangle\), which is `h1`. Exchanging the two vectors conjugates an inner product and leaves its real part unchanged, which is `hre`. The real part of the expansion is then

\[
\mathrm{Re}\langle x,Ax\rangle+2\,\mathrm{Re}\langle x,b\rangle+\mathrm{Re}\langle b,y\rangle=J_{A,b}(x)-E(A,b).
\]

The final `linarith` does this last piece of linear arithmetic.

```lean
/-- The Hylleraas functional is bounded below by the second-order energy, and it takes this
value exactly at the first-order correction `-A⁻¹ b`. -/
theorem hylleraas_bound [DecidableEq n] {A : Matrix n n ℂ} (hA : A.PosDef) (b x : n → ℂ) :
    secondOrderEnergy A b ≤ hylleraas A b x ∧
      (hylleraas A b x = secondOrderEnergy A b ↔ x = -(A⁻¹ *ᵥ b)) := by
  have hsq := hylleraas_complete_square hA b x
  refine ⟨?_, ?_, ?_⟩
  · have h := (Complex.le_def.1
      (hA.posSemidef.dotProduct_mulVec_nonneg (x + A⁻¹ *ᵥ b))).1
    rw [Complex.zero_re] at h
    linarith
  · intro h
    by_contra hx
    have hz : x + A⁻¹ *ᵥ b ≠ 0 := fun h0 => hx (eq_neg_of_add_eq_zero_left h0)
    have hpos := (Complex.lt_def.1 (hA.dotProduct_mulVec_pos hz)).1
    rw [Complex.zero_re] at hpos
    linarith
  · intro hx
    have hz : x + A⁻¹ *ᵥ b = 0 := by rw [hx, neg_add_cancel]
    rw [hsq, hz, Matrix.mulVec_zero, dotProduct_zero, Complex.zero_re, add_zero]
```

The symbol `∧` means "and", and `↔` means "if and only if". The first part says \(E(A,b)\le J_{A,b}(x)\), since the quadratic form is nonnegative. The second says that equality holds exactly at \(x=-A^{-1}b\), the first-order correction to the state. If \(x+A^{-1}b\) were nonzero, positive definiteness would make the quadratic form strictly positive and rule out equality. If it is zero, the quadratic form vanishes. The three bullets give the bound and the two directions of the equivalence.

## The minimum over the coefficients

```lean
/-- Hylleraas minimum in a nonorthogonal basis: over all coefficient vectors `c` the least
value of the functional at `B c` is `-⟨B* b, (B* A B)⁻¹ B* b⟩`, and it is attained only at
`c = -(B* A B)⁻¹ B* b`. -/
theorem hylleraas_nonorthogonal_min [DecidableEq m] {A : Matrix n n ℂ} (hA : A.PosDef)
    {B : Matrix n m ℂ} (hB : LinearIndependent ℂ (fun j i => B i j)) (b : n → ℂ) :
    IsLeast (Set.range fun c : m → ℂ => hylleraas A b (B *ᵥ c))
        (secondOrderEnergy (projected A B) (Bᴴ *ᵥ b)) ∧
      ∀ c : m → ℂ, hylleraas A b (B *ᵥ c) = secondOrderEnergy (projected A B) (Bᴴ *ᵥ b) ↔
        c = -((projected A B)⁻¹ *ᵥ (Bᴴ *ᵥ b)) := by
  have hG := projected_posDef hA hB
  have key : ∀ c : m → ℂ,
      hylleraas A b (B *ᵥ c) = secondOrderEnergy (projected A B) (Bᴴ *ᵥ b) ↔
        c = -((projected A B)⁻¹ *ᵥ (Bᴴ *ᵥ b)) := by
    intro c
    rw [hylleraas_trial]
    exact (hylleraas_bound hG (Bᴴ *ᵥ b) c).2
  refine ⟨⟨⟨_, (key _).2 rfl⟩, ?_⟩, key⟩
  rintro _ ⟨c, rfl⟩
  change _ ≤ hylleraas A b (B *ᵥ c)
  rw [hylleraas_trial]
  exact (hylleraas_bound hG (Bᴴ *ᵥ b) c).1
```

`Set.range` collects the values \(J_{A,b}(Bc)\) over all coefficient vectors \(c\). `IsLeast` says that the stated number belongs to this set and that no element lies below it, so it is an attained minimum. The theorem gives

\[
\min_c J_{A,b}(Bc)=-\langle g,G^{-1}g\rangle,
\qquad\text{attained only at } c=-G^{-1}g .
\]

By hand, apply the completed square to \(G\) and \(g\):

\[
J_{A,b}(Bc)=J_{G,g}(c)=-\langle g,G^{-1}g\rangle+\langle c+G^{-1}g,\;G(c+G^{-1}g)\rangle .
\]

The last term is positive unless \(c=-G^{-1}g\). In the proof, `hG` supplies the positive definiteness of \(G\), and `key` is the equality criterion, obtained by rewriting with `hylleraas_trial` and applying `hylleraas_bound` to the projected problem. Using `key` at the minimiser shows that the value is attained, and the remaining lines prove the lower bound.

In practice the coefficients solve the linear system \(Gc=-g\), that is,

\[
(B^*H_0B-E_0B^*B)\,c=-B^*b ,
\]

and the trial functions need not be orthogonal to one another. As vectors of the complement, they are all orthogonal to the reference state \(|0\rangle\).

```lean
/-- The optimal energy in the trial basis is an upper bound to the exact second-order energy,
with equality exactly when the first-order correction `-A⁻¹ b` is a combination of the
trial functions. -/
theorem secondOrderEnergy_upper_bound [DecidableEq n] [DecidableEq m] {A : Matrix n n ℂ}
    (hA : A.PosDef) {B : Matrix n m ℂ} (hB : LinearIndependent ℂ (fun j i => B i j))
    (b : n → ℂ) :
    secondOrderEnergy A b ≤ secondOrderEnergy (projected A B) (Bᴴ *ᵥ b) ∧
      (secondOrderEnergy A b = secondOrderEnergy (projected A B) (Bᴴ *ᵥ b) ↔
        ∃ c : m → ℂ, B *ᵥ c = -(A⁻¹ *ᵥ b)) := by
  obtain ⟨⟨⟨c₀, h₀⟩, hmin⟩, _⟩ := hylleraas_nonorthogonal_min hA hB b
  have h₁ : hylleraas A b (B *ᵥ c₀) = secondOrderEnergy (projected A B) (Bᴴ *ᵥ b) := h₀
  have hle : secondOrderEnergy A b ≤ secondOrderEnergy (projected A B) (Bᴴ *ᵥ b) :=
    (hylleraas_bound hA b (B *ᵥ c₀)).1.trans h₁.le
  refine ⟨hle, fun h => ⟨c₀, (hylleraas_bound hA b _).2.1 (h₁.trans h.symm)⟩, ?_⟩
  rintro ⟨c, hc⟩
  -- the exact correction is itself a trial vector, so the trial minimum lies no higher
  have h₂ : secondOrderEnergy (projected A B) (Bᴴ *ᵥ b) ≤ hylleraas A b (B *ᵥ c) :=
    hmin ⟨c, rfl⟩
  exact le_antisymm hle (h₂.trans ((hylleraas_bound hA b _).2.2 hc).le)

end

end HylleraasNonorthogonal
```

The optimal trial energy is an upper bound to the exact second-order energy of the model:

\[
-\langle b,A^{-1}b\rangle\le-\langle g,G^{-1}g\rangle .
\]

The trial minimum is the value of \(J_{A,b}\) at some vector \(Bc_0\), and no value of \(J_{A,b}\) lies below \(E(A,b)\). If the two energies agree, the equality criterion forces \(Bc_0=-A^{-1}b\). Conversely, if some \(Bc\) equals \(-A^{-1}b\), the trial minimum is at most \(J_{A,b}(Bc)=E(A,b)\), and the two bounds together give equality. The first line of the proof unpacks the previous theorem to obtain `c₀`, and `le_antisymm` combines the two inequalities at the end.

In the opening example \(-A^{-1}b=(-1,-\tfrac12)\) is not a multiple of \(v=(1,1)\), so \(-4/3\) lies strictly above \(-3/2\).

A neighbouring result, not stated in the code, follows from the same comparison of minima: if the span of one independent trial set contains the span of another, its optimal energy is no higher. Adding independent functions to a basis can therefore only lower the estimate or leave it unchanged.

```lean
#print axioms HylleraasNonorthogonal.inverse_expectation_im
#print axioms HylleraasNonorthogonal.hylleraas_nonorthogonal_min
#print axioms HylleraasNonorthogonal.secondOrderEnergy_upper_bound
```

```
'HylleraasNonorthogonal.inverse_expectation_im' depends on axioms: [propext, Classical.choice, Quot.sound]
'HylleraasNonorthogonal.hylleraas_nonorthogonal_min' depends on axioms: [propext, Classical.choice, Quot.sound]
'HylleraasNonorthogonal.secondOrderEnergy_upper_bound' depends on axioms: [propext, Classical.choice, Quot.sound]
```
